# Two identical lossless scatterers in series: bounds on the transmission amplitude and their equality cases

A composite transmission amplitude can be fixed in a theorem in more than one way: as the solution of a wave equation, as the sum over multiply reflected paths, or as a closed formula in the amplitudes of the parts. The Lean file takes the closed formula as its definition. Each scatterer is reduced to two complex numbers, the space between the scatterers to one, and the sum over paths is then proved to converge to the formula. No potential, wave number or energy appears, and the properties that these numbers inherit from the physics enter as hypotheses. The result bears on Fabry–Pérot cavities and on resonant tunnelling through a double barrier, for non-interacting waves in a single channel with coherent, lossless propagation between the barriers.

## The composite amplitude

A wave of unit amplitude comes in from the left on scatterer 1, crosses a gap and meets scatterer 2. Let $s_1, s_2$ be the left-to-right transmission amplitudes. Let $r_1$ be the reflection amplitude of scatterer 1 for a wave that arrives from the gap, and $r_2$ the same for scatterer 2. One crossing of the gap multiplies the wave by a factor $p$, which is $e^{ikL}$ for free motion with wave number $k$ over a length $L$, and $z = p^2$ is the factor for a round trip. The right-moving amplitude $a$ just inside the gap is fed by the incident wave and by its own echo,
$$a = s_1 + r_1 r_2 z\,a, \qquad a = \frac{s_1}{1 - r_1 r_2 z},$$
and the outgoing amplitude is $s_2\,p\,a = p\,T$ with
$$T = \frac{s_1 s_2}{1 - w}, \qquad w = r_1 r_2 z .$$
The definition leaves out the prefactor $p$, which does not affect the modulus when $|p| = 1$.

```lean
import Mathlib

open Complex

namespace TwoScatterers

noncomputable section

/-- A lossless scatterer that is not opaque: the reflection amplitude `r` and transmission
amplitude `s` conserve flux, `|r|² + |s|² = 1`, and `s ≠ 0`. -/
def Lossless (r s : ℂ) : Prop := ‖r‖ ^ 2 + ‖s‖ ^ 2 = 1 ∧ s ≠ 0

/-- Transmission amplitude `s₁ s₂ / (1 - r₁ r₂ z)` of two scatterers in series, with round-trip
propagation factor `z` between them; the factor for the single crossing of the gap is left out. -/
def transmission (r₁ s₁ r₂ s₂ z : ℂ) : ℂ := s₁ * s₂ / (1 - r₁ * r₂ * z)
```

The Lean norm `‖r‖` is the modulus $|r|$. The predicate `Lossless r s` bundles two hypotheses, flux conservation and $s \neq 0$, and `transmission r₁ s₁ r₂ s₂ z` is $T$.

## The bounds by hand

1. From $|r|^2 + |s|^2 = 1$ and $s \neq 0$ it follows that $|r|^2 = 1 - |s|^2 < 1$, so $|r| < 1$.
2. With $|z| = 1$, the round-trip amplitude has $|w| = |r_1||r_2|$, and $|r_1||r_2| \le |r_1| < 1$ by step 1.
3. The triangle inequalities give $1 - |w| \le |1 - w| \le 1 + |w|$, so the denominator is nonzero and $T = \sum_{n \ge 0} s_1 w^n s_2$ is a convergent geometric series.
4. Since $|1-w|^2 = 1 - 2\,\mathrm{Re}\,w + |w|^2$ and $(1 \pm |w|)^2 = 1 \pm 2|w| + |w|^2$, the equality $|1-w| = 1 \pm |w|$ forces $\mathrm{Re}\,w = \mp|w|$. Then $(\mathrm{Im}\,w)^2 = |w|^2 - (\mathrm{Re}\,w)^2 = 0$, so $w = \mp|w|$. Substituting back gives the converse.
5. Dividing $|s_1||s_2|$ by the three members of step 3 gives
$$\frac{|s_1||s_2|}{1 + |r_1||r_2|} \le |T| \le \frac{|s_1||s_2|}{1 - |r_1||r_2|}.$$
Adding the two flux conditions gives
$$2\,\bigl(1 - |r_1||r_2| - |s_1||s_2|\bigr) = (|r_1| - |r_2|)^2 + (|s_1| - |s_2|)^2 \ge 0,$$
so the upper bound is at most 1.
6. For $r_1 = r_2 = r$, $s_1 = s_2 = s$ and $\rho = |r|^2$, the numerator is $|s|^2 = 1 - \rho$, while $w = r^2 z$ and $|w| = \rho$. Hence $|T| = (1-\rho)/|1 - r^2 z|$ and
$$\frac{1-\rho}{1+\rho} \le |T| \le 1 .$$
By step 4, $|T| = 1$ exactly when $r^2 z = \rho$, and $|T|$ equals the lower bound exactly when $r^2 z = -\rho$.

The examples below that show what fails when a hypothesis is removed are ordinary arithmetic on the formula and are not among the theorems of the file.

## Nonzero transmission, $s \neq 0$

The condition says that the scatterer is not a perfect mirror: some flux gets through, however little. By hand it enters in step 1, where it makes the inequality $|r| \le 1$ strict, and again at the end of step 6, where the factor $1 - \rho$ is cancelled.

```lean
/-- A lossless scatterer with nonzero transmission has `|r| < 1`. -/
theorem Lossless.norm_lt_one {r s : ℂ} (h : Lossless r s) : ‖r‖ < 1 := by
  have hs : 0 < ‖s‖ ^ 2 := pow_pos (norm_pos_iff.mpr h.2) 2
  have h1 := h.1
  nlinarith [norm_nonneg r]
```

In the proof, `h.2` is the condition $s \neq 0$, `hs` turns it into $|s|^2 > 0$, and `nlinarith` combines this with the flux condition `h.1`: if $|r| \ge 1$ held, then $|r|^2 + |s|^2$ would exceed 1. Every later use of $s \neq 0$ passes through this lemma, apart from the example at the end, where the condition is verified.

With $s = 0$ and flux conserved, $\rho = 1$ and the numerator vanishes. The two inequalities survive in the trivial form $0 \le 0 \le 1$, but both equality statements fail. The modulus $|T|$ sits at its lower bound 0 for phases with $r^2 z \neq -1$, and at $r^2 z = 1$ the formula reads $0/0$, which Lean evaluates as 0, so that the resonance condition $r^2 z = \rho$ holds with $|T| \neq 1$. Physically this last case is a standing wave trapped between two mirrors and decoupled from the outside.

## A round trip that does not amplify, $|w| \le 1$

Steps 3 and 4 concern the denominator alone and are stated for an arbitrary complex $w$. The two triangle inequalities need no assumption; they are Mathlib's `norm_sub_norm_le` and `norm_sub_le` applied to $1$ and $w$.

```lean
/-- For a round-trip amplitude `w`, the denominator obeys `1 - |w| ≤ |1 - w| ≤ 1 + |w|`. -/
theorem denominator_bounds (w : ℂ) : 1 - ‖w‖ ≤ ‖1 - w‖ ∧ ‖1 - w‖ ≤ 1 + ‖w‖ := by
  have h1 := norm_sub_norm_le (1 : ℂ) w
  have h2 := norm_sub_le (1 : ℂ) w
  rw [norm_one] at h1 h2
  exact ⟨h1, h2⟩
```

The case of the largest denominator also holds for every $w$. The expression `((‖w‖ : ℝ) : ℂ)` is the real number $|w|$ regarded as complex. The equations `e1` and `e2` write $|w|^2$ and $|1-w|^2$ in terms of `w.re` and `w.im`. After the assumed equality is inserted in `e2`, half the difference of the two equations is $\mathrm{Re}\,w = -|w|$, which is `hre`; putting this into `e1` gives `him`, the vanishing of $(\mathrm{Im}\,w)^2$. For the converse, `h3` shows that $1 - w$ is the real number $1 + |w|$, which is its own modulus because it is nonnegative.

```lean
/-- The denominator `|1 - w|` equals `1 + |w|` exactly when `w = -|w|`. -/
theorem denominator_max_iff (w : ℂ) : ‖1 - w‖ = 1 + ‖w‖ ↔ w = -((‖w‖ : ℝ) : ℂ) := by
  have e1 : ‖w‖ ^ 2 = w.re ^ 2 + w.im ^ 2 := by
    rw [Complex.sq_norm, Complex.normSq_apply]; ring
  have e2 : ‖1 - w‖ ^ 2 = (1 - w.re) ^ 2 + w.im ^ 2 := by
    rw [Complex.sq_norm, Complex.normSq_apply]
    simp only [sub_re, one_re, sub_im, one_im]; ring
  constructor
  · intro h
    rw [h] at e2
    have hre : w.re = -‖w‖ := by linear_combination (1 / 2 : ℝ) * e2 - (1 / 2 : ℝ) * e1
    have him : w.im ^ 2 = 0 := by rw [hre] at e1; linear_combination -e1
    have him' : w.im = 0 := by simpa using him
    apply Complex.ext
    · simpa using hre
    · simpa using him'
  · intro h
    have h3 : 1 - w = ((1 + ‖w‖ : ℝ) : ℂ) := by
      rw [ofReal_add, ofReal_one]; linear_combination -h
    rw [h3, Complex.norm_real, Real.norm_of_nonneg (by positivity)]
```

The case of the smallest denominator runs the same way with the sign reversed, and it carries the hypothesis `hw`, that $|w| \le 1$. Physically, a wave returns from a round trip no stronger than it left. The hypothesis is used once, by hand and in Lean, in the converse direction: if $w = |w|$, then $|1 - w|$ is the modulus of the real number $1 - |w|$, and this equals $1 - |w|$ only if the number is nonnegative. That is the final `linarith`. For $w = 2$ one has $w = |w|$ and $|1 - w| = 1$, whereas $1 - |w| = -1$. In the main theorem `hw` is not assumed but derived from the other hypotheses.

```lean
/-- For `|w| ≤ 1`, the denominator `|1 - w|` equals `1 - |w|` exactly when `w = |w|`. -/
theorem denominator_min_iff {w : ℂ} (hw : ‖w‖ ≤ 1) :
    ‖1 - w‖ = 1 - ‖w‖ ↔ w = ((‖w‖ : ℝ) : ℂ) := by
  have e1 : ‖w‖ ^ 2 = w.re ^ 2 + w.im ^ 2 := by
    rw [Complex.sq_norm, Complex.normSq_apply]; ring
  have e2 : ‖1 - w‖ ^ 2 = (1 - w.re) ^ 2 + w.im ^ 2 := by
    rw [Complex.sq_norm, Complex.normSq_apply]
    simp only [sub_re, one_re, sub_im, one_im]; ring
  constructor
  · intro h
    rw [h] at e2
    have hre : w.re = ‖w‖ := by linear_combination (1 / 2 : ℝ) * e2 - (1 / 2 : ℝ) * e1
    have him : w.im ^ 2 = 0 := by rw [hre] at e1; linear_combination -e1
    have him' : w.im = 0 := by simpa using him
    apply Complex.ext
    · simpa using hre
    · simpa using him'
  · intro h
    have h3 : 1 - w = ((1 - ‖w‖ : ℝ) : ℂ) := by
      rw [ofReal_sub, ofReal_one]; linear_combination -h
    rw [h3, Complex.norm_real, Real.norm_of_nonneg (by linarith)]
```

## Unit phase, $|z| = 1$

The gap neither absorbs nor amplifies: the wave number in it is real, and propagation only turns the phase. By hand this is step 2, and it is also the reason why the prefactor $p$ could be left out of $T$. In Lean the hypothesis is `hz`, and it is rewritten in one place, the first half of `round_trip_norm`; the later theorems pass it on to this lemma. The second half is the chain $|r_1||r_2| \le |r_1| < 1$, for which `nlinarith` is handed the product $|r_1|(1 - |r_2|) \ge 0$.

```lean
/-- For two lossless scatterers and a unit phase `z`, the round-trip amplitude `r₁ r₂ z` has
modulus `|r₁| |r₂|`, and this is less than one. -/
theorem round_trip_norm {r₁ s₁ r₂ s₂ z : ℂ} (h₁ : Lossless r₁ s₁) (h₂ : Lossless r₂ s₂)
    (hz : ‖z‖ = 1) : ‖r₁ * r₂ * z‖ = ‖r₁‖ * ‖r₂‖ ∧ ‖r₁‖ * ‖r₂‖ < 1 := by
  refine ⟨by rw [norm_mul, norm_mul, hz, mul_one], ?_⟩
  nlinarith [h₁.norm_lt_one, h₂.norm_lt_one, norm_nonneg r₁, norm_nonneg r₂,
    mul_nonneg (norm_nonneg r₁) (sub_pos.mpr h₂.norm_lt_one).le]
```

The series statement justifies the closed formula as a sum over paths. The index $n$ counts complete round trips and starts at $n = 0$, the direct path with amplitude $s_1 s_2$. `HasSum` states convergence to $T$ independently of the order of the terms. The proof takes the geometric series for $|w| < 1$ from `hasSum_geometric_of_norm_lt_one`, multiplies it by $s_1$ on the left and $s_2$ on the right, and identifies $s_1 (1-w)^{-1} s_2$ with the definition in `e2`.

```lean
/-- The multiple-scattering series `∑ₙ s₁ (r₁ r₂ z)ⁿ s₂` over the number of round trips
converges to the transmission amplitude. -/
theorem hasSum_transmission {r₁ s₁ r₂ s₂ z : ℂ} (h₁ : Lossless r₁ s₁) (h₂ : Lossless r₂ s₂)
    (hz : ‖z‖ = 1) :
    HasSum (fun n : ℕ => s₁ * (r₁ * r₂ * z) ^ n * s₂) (transmission r₁ s₁ r₂ s₂ z) := by
  obtain ⟨e, hlt⟩ := round_trip_norm h₁ h₂ hz
  have hw : ‖r₁ * r₂ * z‖ < 1 := by rw [e]; exact hlt
  have h := ((hasSum_geometric_of_norm_lt_one hw).mul_left s₁).mul_right s₂
  have e2 : transmission r₁ s₁ r₂ s₂ z = s₁ * (1 - r₁ * r₂ * z)⁻¹ * s₂ := by
    rw [transmission, div_eq_mul_inv, mul_right_comm]
  rw [e2]
  exact h
```

For $|z| > 1$, a gap with gain, the upper bound can fail: $r = 3/5$, $|s| = 4/5$, $z = 2$ give $|T| = (16/25)/(7/25) = 16/7$. For $|z| < 1$, a model of an absorbing gap in which the relation $|r|^2 + |s|^2 = 1$ is kept, $|w| < \rho$ when $r \neq 0$, so neither equality case can occur, and the physical amplitude $pT$ has modulus $\sqrt{|z|}\,|T|$, which is no longer $|T|$. An evanescent gap is not covered by this remark: a single decaying wave carries no flux, so the amplitudes on the gap side do not obey that relation.

## Flux conservation, $|r|^2 + |s|^2 = 1$

With amplitudes normalised to flux, $|r|^2$ and $|s|^2$ are the reflection and transmission probabilities, and their sum is 1 when the scatterer does not absorb, amplify or feed other channels. For scatterer 2 this is the balance for a single incident wave. For scatterer 1, $r_1$ and $s_1$ belong to opposite directions of incidence; their squared moduli still add to 1 because the unitary $2 \times 2$ scattering matrix of a lossless single-channel scatterer gives the same reflection probability from both sides. The condition is postulated, not derived from a Hamiltonian. It is also weaker than unitarity of a full $2 \times 2$ scattering matrix, which adds a relation between the phases of reflection and transmission; no such relation is needed for $|T|$, and none is assumed.

By hand it appears three times: in step 1, in the sum-of-squares identity of step 5, and in step 6, where it turns the numerator into $1 - \rho$. The second use is the last line of `transmission_bounds`. The theorem covers two different scatterers and has three parts, the lower bound, the upper bound, and the statement that the upper bound is at most 1.

```lean
/-- For two lossless scatterers and a unit phase, `|T|` lies between
`|s₁||s₂|/(1 + |r₁||r₂|)` and `|s₁||s₂|/(1 - |r₁||r₂|)`, and the latter is at most one. -/
theorem transmission_bounds {r₁ s₁ r₂ s₂ z : ℂ} (h₁ : Lossless r₁ s₁) (h₂ : Lossless r₂ s₂)
    (hz : ‖z‖ = 1) :
    ‖s₁‖ * ‖s₂‖ / (1 + ‖r₁‖ * ‖r₂‖) ≤ ‖transmission r₁ s₁ r₂ s₂ z‖ ∧
    ‖transmission r₁ s₁ r₂ s₂ z‖ ≤ ‖s₁‖ * ‖s₂‖ / (1 - ‖r₁‖ * ‖r₂‖) ∧
    ‖s₁‖ * ‖s₂‖ / (1 - ‖r₁‖ * ‖r₂‖) ≤ 1 := by
  obtain ⟨e, hlt⟩ := round_trip_norm h₁ h₂ hz
  obtain ⟨lo, hi⟩ := denominator_bounds (r₁ * r₂ * z)
  rw [e] at lo hi
  have hρ : 0 < 1 - ‖r₁‖ * ‖r₂‖ := by linarith
  have hD : 0 < ‖1 - r₁ * r₂ * z‖ := by linarith
  have hnum : 0 ≤ ‖s₁‖ * ‖s₂‖ := by positivity
  rw [transmission, norm_div, norm_mul]
  refine ⟨div_le_div_of_nonneg_left hnum hD hi, div_le_div_of_nonneg_left hnum hρ lo, ?_⟩
  -- Cauchy-Schwarz for the unit vectors (|r₁|, |s₁|) and (|r₂|, |s₂|)
  rw [div_le_one hρ]
  nlinarith [h₁.1, h₂.1, sq_nonneg (‖r₁‖ - ‖r₂‖), sq_nonneg (‖s₁‖ - ‖s₂‖)]
```

The proof applies `denominator_bounds` to $w = r_1 r_2 z$, replaces $|w|$ by $|r_1||r_2|$, and records in `hρ` and `hD` that $1 - |r_1||r_2|$ and $|1-w|$ are positive. Two applications of `div_le_div_of_nonneg_left` are the division of step 5. The remaining goal, $|s_1||s_2| \le 1 - |r_1||r_2|$, follows from `h₁.1`, `h₂.1` and the two squares.

Two equal scatterers with $r = 0$ show what the condition carries. Then $\rho = 0$, both bounds in the final form of step 6, $(1-\rho)/(1+\rho)$ and $1$, equal 1, and $T = s^2$. An absorber with $s = 1/2$ gives $|T| = 1/4$, below the lower bound, and an amplifier with $s = 2$ gives $|T| = 4$, above the upper one.

## Equal amplitudes, $r_1 = r_2$ and $s_1 = s_2$

The main theorem evaluates `transmission r s r s z`, that is $s^2/(1 - r^2 z)$. Since $r_1$ and $r_2$ both refer to the faces turned toward the gap, equal amplitudes describe two copies of a reflection-symmetric scatterer, or an asymmetric one facing its mirror image, provided its transmission amplitude is the same in both directions. The hypothesis `hρ` only names $\rho = |r|^2$ and restricts nothing.

The theorem reads: for a lossless pair $(r, s)$ with $s \neq 0$ and any $z$ of modulus 1, $(1-\rho)/(1+\rho) \le |T|$, $|T| \le 1$, $|T| = 1$ if and only if $r^2 z = \rho$, and $|T| = (1-\rho)/(1+\rho)$ if and only if $r^2 z = -\rho$. For $r = |r|e^{i\varphi} \neq 0$ and $z = e^{i\theta}$ the two conditions say that the total round-trip phase $2\varphi + \theta$ is $0$ or $\pi$ modulo $2\pi$. At $r = 0$ both conditions read $0 = 0$, the bounds coincide, and $|T| = 1$ for every $z$. The bounds are on the amplitude; the transmission probability is $|T|^2$. The theorem treats $r$, $s$ and $z$ as given numbers, so it does not say at which energies a resonance occurs or how wide it is.

```lean
/-- Two identical lossless scatterers with `ρ = |r|²` and a unit phase `z`:
`(1 - ρ)/(1 + ρ) ≤ |T| ≤ 1`, with `|T| = 1` exactly when `r² z = ρ` and
`|T| = (1 - ρ)/(1 + ρ)` exactly when `r² z = -ρ`. -/
theorem identical_scatterers {r s z : ℂ} {ρ : ℝ} (h : Lossless r s) (hρ : ρ = ‖r‖ ^ 2)
    (hz : ‖z‖ = 1) :
    (1 - ρ) / (1 + ρ) ≤ ‖transmission r s r s z‖ ∧ ‖transmission r s r s z‖ ≤ 1 ∧
    (‖transmission r s r s z‖ = 1 ↔ r ^ 2 * z = (ρ : ℂ)) ∧
    (‖transmission r s r s z‖ = (1 - ρ) / (1 + ρ) ↔ r ^ 2 * z = -(ρ : ℂ)) := by
  have er : ‖r‖ * ‖r‖ = ρ := by rw [hρ]; ring
  have es : ‖s‖ * ‖s‖ = 1 - ρ := by rw [hρ]; linear_combination h.1
  obtain ⟨e, hlt⟩ := round_trip_norm h h hz
  obtain ⟨b1, b2, b3⟩ := transmission_bounds h h hz
  obtain ⟨lo, -⟩ := denominator_bounds (r * r * z)
  have hmax := denominator_max_iff (r * r * z)
  have hmin := denominator_min_iff (w := r * r * z) (by rw [e]; exact hlt.le)
  rw [er] at e hlt
  rw [e] at lo hmax hmin
  rw [er, es] at b1
  have h0 : 0 ≤ ρ := by rw [hρ]; positivity
  have hD : 0 < ‖1 - r * r * z‖ := by linarith
  -- flux conservation turns the numerator into 1 - ρ
  have hT : ‖transmission r s r s z‖ = (1 - ρ) / ‖1 - r * r * z‖ := by
    rw [transmission, norm_div, norm_mul, es]
  refine ⟨b1, b2.trans b3, ?_, ?_⟩
  · rw [hT, pow_two, ← hmin, div_eq_one_iff_eq hD.ne']
    exact eq_comm
  · have hp : (1 + ρ) ≠ 0 := by linarith
    have hm : (1 - ρ) ≠ 0 := by linarith
    rw [hT, pow_two, ← hmax, div_eq_div_iff hD.ne' hp, mul_right_inj' hm]
    exact eq_comm
```

Equality of the scatterers enters through `er` and `es`, which state $|r||r| = \rho$ and $|s||s| = 1 - \rho$; the second is the third use of flux conservation. With them `b1` becomes the lower bound, and `b2.trans b3` is the upper bound. The equation `hT` is $|T| = (1-\rho)/|1 - r^2 z|$ from step 6. A quotient with nonzero denominator equals 1 exactly when numerator and denominator agree, which reduces the first equivalence to `hmin`. For the second, cross-multiplication and cancellation of $1 - \rho$, nonzero by `hm`, reduce it to `hmax`.

For unequal scatterers `transmission_bounds` still applies, but the file states no equality cases for them. The identity in step 5 shows that the upper bound lies strictly below 1 when $|r_1| \neq |r_2|$. With $|s_1| = 4/5$ and a transparent second scatterer, $r_2 = 0$ and $s_2 = 1$, one finds $|T| = 4/5$ for every $z$.

## The scatterer $r = 3/5$, $s = 4i/5$

Here $\rho = 9/25$ and $|s|^2 = 16/25$. At $z = 1$, $r^2 z = \rho$ and $|T| = 1$. At $z = -1$, $r^2 z = -\rho$ and $|T| = (16/25)/(34/25) = 8/17$, a transmission probability of $64/289$. Both bounds are therefore attained for this scatterer. The proof checks `Lossless` from the moduli `n1` and `n2`, and then uses the right-to-left direction of each equivalence in `identical_scatterers`.

```lean
/-- The scatterer `r = 3/5`, `s = 4i/5` is lossless; two copies give `|T| = 1` at `z = 1`
and `|T| = 8/17` at `z = -1`. -/
theorem lossless_witness :
    Lossless (3 / 5) (4 / 5 * I) ∧
    ‖transmission (3 / 5) (4 / 5 * I) (3 / 5) (4 / 5 * I) 1‖ = 1 ∧
    ‖transmission (3 / 5) (4 / 5 * I) (3 / 5) (4 / 5 * I) (-1)‖ = 8 / 17 := by
  have n1 : ‖(3 / 5 : ℂ)‖ = 3 / 5 := by simp
  have n2 : ‖(4 / 5 * I : ℂ)‖ = 4 / 5 := by simp
  have hL : Lossless (3 / 5) (4 / 5 * I) := by
    refine ⟨by rw [n1, n2]; norm_num, ?_⟩
    rw [← norm_ne_zero_iff, n2]; norm_num
  have hρ : (9 / 25 : ℝ) = ‖(3 / 5 : ℂ)‖ ^ 2 := by rw [n1]; norm_num
  refine ⟨hL, ?_, ?_⟩
  · exact (identical_scatterers hL hρ (z := 1) (by simp)).2.2.1.mpr (by push_cast; norm_num)
  · rw [(identical_scatterers hL hρ (z := -1) (by simp)).2.2.2.mpr (by push_cast; norm_num)]
    norm_num

end

end TwoScatterers
```

```lean
#print axioms TwoScatterers.hasSum_transmission
#print axioms TwoScatterers.identical_scatterers
```

```
'TwoScatterers.hasSum_transmission' depends on axioms: [propext, Classical.choice, Quot.sound]
'TwoScatterers.identical_scatterers' depends on axioms: [propext, Classical.choice, Quot.sound]
```
